# Condition number at most two in every implicit Fermi recursion step from occupations between 0 and 1

A code that solves a linear system in every step of a Fermi operator expansion can be in trouble if one of those systems is badly conditioned: an iterative solver may slow down, and a small relative residual no longer guarantees a small relative error. Poorly scaled input can raise the condition number. Take a Hermitian matrix $X$ with eigenvalues $1/2$ and $10$. The matrix $X^2+(I-X)^2$ of the linear system in the implicit recursion then has eigenvalues $1/2$ and $181$, and its condition number is 362. If the eigenvalues of $X$ lie between 0 and 1, the condition number is at most two, at the first step and at every later one.

## The step matrix lies between one half and one

Let $X$ be a complex Hermitian matrix with $X$ and $I-X$ positive semidefinite, where $I$ is the identity. Call such an $X$ an occupation matrix: its eigenvalues are occupations of spin orbitals, which the Pauli principle keeps between 0 and 1. Put $A=X^2+(I-X)^2$. For every vector $v$,

$$\tfrac12\|v\|^2\le\langle v,Av\rangle\le\|v\|^2 .$$

The recursion replaces $X$ by the solution $Y$ of $AY=X^2$. This $Y$ is again an occupation matrix, so $\|A\|\,\|A^{-1}\|\le 2$ holds at every step, in the operator norm of Euclidean space.

## Scaling the Hamiltonian and stopping the solver

For non-interacting electrons in a finite orthonormal basis, the recursion approximates the finite-temperature one-particle density matrix without diagonalisation. With one-particle Hamiltonian $H$, chemical potential $\mu$, inverse temperature $\beta$ and $m$ steps, a usual start is $X=\tfrac12 I-\beta(H-\mu I)/2^{m+2}$. This is an occupation matrix exactly when $\beta|\varepsilon-\mu|\le 2^{m+1}$ for every eigenvalue $\varepsilon$ of $H$, which a code can check with spectral bounds.

The estimate $\|A^{-1}\|\le2$ also gives a stopping test. If $\tilde Y$ is an approximate solution, then $\|\tilde Y-Y\|\le 2\|A\tilde Y-X^2\|$, so the error of that solve is at most twice its residual.

## From two matrix identities to the condition number

**The idempotency error.** Since $X$ and $I-X$ commute and add up to $I$,

$$X(I-X)=X(I-X)X+(I-X)X(I-X).$$

The first term has expectation value $\langle Xv,(I-X)Xv\rangle\ge0$, and the second is treated in the same way. Hence $X(I-X)$ is positive semidefinite.

**The form bounds.** Expanding $A=I-2X+2X^2$ gives

$$I-A=2X(I-X),\qquad 2A=I+(2X-I)^2 .$$

The first identity gives $\langle v,Av\rangle\le\|v\|^2$. The second gives $2\langle v,Av\rangle=\|v\|^2+\|(2X-I)v\|^2\ge\|v\|^2$.

**The norm bounds.** As a sum of squares of Hermitian matrices, $A$ is positive semidefinite, and so is $I-A$. Thus $A$ is itself an occupation matrix, and $A(I-A)$ is positive semidefinite. Therefore

$$\|Av\|^2=\langle v,A^2v\rangle\le\langle v,Av\rangle\le\|v\|^2 .$$

In the other direction, Cauchy–Schwarz gives $\tfrac12\|v\|^2\le\langle v,Av\rangle\le\|v\|\,\|Av\|$, so $\|v\|\le2\|Av\|$. Only the zero vector is mapped to zero, and $A$ is invertible. Setting $v=A^{-1}u$ gives $\|A^{-1}u\|\le2\|u\|$. Hence $\|A\|\le1$, $\|A^{-1}\|\le2$, and the product is at most two.

**The next step.** $A$ is a polynomial in $X$, so $A^{-1}$ commutes with $X$. It is also positive semidefinite, because $\langle u,A^{-1}u\rangle=\langle Aw,w\rangle\ge0$ for $w=A^{-1}u$. From $A-X^2=(I-X)^2$,

$$Y=XA^{-1}X,\qquad I-Y=A^{-1}(A-X^2)=(I-X)A^{-1}(I-X).$$

Both are positive semidefinite, so $Y$ is an occupation matrix, and induction carries the bound along.

**Equality.** Suppose $Xv=\tfrac12v$ with $v\ne0$. Then $Av=\tfrac12v$, so $A^{-1}v=2v$ and $\|A^{-1}\|\ge2$. Suppose also $X^2w=Xw$ with $w\ne0$. Then $Aw=w-2Xw+2X^2w=w$ and $\|A\|\ge1$. The condition number is then exactly two.

## One orbital and two orbitals

With one orbital, $X$ is a number $x\in[0,1]$, $A$ is a number between $1/2$ and $1$, and the condition number is one. Two orbitals are the fewest for which the bound is attained: $X=\mathrm{diag}(1,\tfrac12)$ gives $A=\mathrm{diag}(1,\tfrac12)$, with condition number two.

## The Lean file

```lean
import Mathlib

open Matrix
open scoped ComplexOrder Matrix.Norms.L2Operator

namespace ImplicitFermiRecursion

noncomputable section

variable {n : Type*} [Fintype n] [DecidableEq n]

/-- An occupation matrix: both `X` (particles) and `1 - X` (holes) are positive semidefinite. -/
def IsOccupation (X : Matrix n n ℂ) : Prop := X.PosSemidef ∧ (1 - X).PosSemidef

/-- The matrix `X² + (1 - X)²` of the linear system solved in one implicit step. -/
def stepMatrix (X : Matrix n n ℂ) : Matrix n n ℂ := X * X + (1 - X) * (1 - X)

/-- One implicit Fermi recursion step: the solution `Y` of `(X² + (1 - X)²) Y = X²`,
for `X` with an invertible step matrix. -/
def fermiStep (X : Matrix n n ℂ) : Matrix n n ℂ := (stepMatrix X)⁻¹ * (X * X)

/-- The spectral condition number `‖A‖ ‖A⁻¹‖` of an invertible matrix. -/
def conditionNumber (A : Matrix n n ℂ) : ℝ := ‖A‖ * ‖A⁻¹‖

/-- A matrix acting on a vector of Euclidean space. -/
def act (A : Matrix n n ℂ) (v : EuclideanSpace ℂ n) : EuclideanSpace ℂ n :=
  WithLp.toLp 2 (A *ᵥ v.ofLp)

/-- The real part of the expectation value `⟨v, A v⟩`. -/
def expect (A : Matrix n n ℂ) (v : EuclideanSpace ℂ n) : ℝ := (inner ℂ v (act A v)).re

omit [DecidableEq n] in
/-- The real part of the expectation value, written as a dot product of components. -/
theorem expect_eq (A : Matrix n n ℂ) (v : EuclideanSpace ℂ n) :
    expect A v = (star v.ofLp ⬝ᵥ A *ᵥ v.ofLp).re :=
  congrArg Complex.re
    ((EuclideanSpace.inner_eq_star_dotProduct _ _).trans (dotProduct_comm _ _))

omit [DecidableEq n] in
/-- For Hermitian `B`, the expectation value of `B²` is the squared length of `B v`. -/
theorem expect_sq {B : Matrix n n ℂ} (hB : B.IsHermitian) (v : EuclideanSpace ℂ n) :
    expect (B * B) v = ‖act B v‖ ^ 2 := by
  have h : ‖act B v‖ ^ 2 = (inner ℂ (act B v) (act B v)).re :=
    (inner_self_eq_norm_sq (𝕜 := ℂ) (act B v)).symm
  have h2 : inner ℂ (act B v) (act B v) = star (B *ᵥ v.ofLp) ⬝ᵥ (B *ᵥ v.ofLp) :=
    (EuclideanSpace.inner_eq_star_dotProduct _ _).trans (dotProduct_comm _ _)
  rw [h, h2, expect_eq, Matrix.star_mulVec, hB.eq, ← Matrix.dotProduct_mulVec,
    Matrix.mulVec_mulVec]

/-- The idempotency error `X (1 - X)` of an occupation matrix is positive semidefinite. -/
theorem idempotency_error_posSemidef {X : Matrix n n ℂ} (hX : IsOccupation X) :
    (X * (1 - X)).PosSemidef := by
  have h1 := hX.2.conjTranspose_mul_mul_same X
  have h2 := hX.1.conjTranspose_mul_mul_same (1 - X)
  rw [hX.1.isHermitian.eq] at h1
  rw [hX.2.isHermitian.eq] at h2
  have e : X * (1 - X) = X * (1 - X) * X + (1 - X) * X * (1 - X) := by noncomm_ring
  rw [e]
  exact h1.add h2

/-- The step matrix of an occupation matrix is itself an occupation matrix. -/
theorem stepMatrix_isOccupation {X : Matrix n n ℂ} (hX : IsOccupation X) :
    IsOccupation (stepMatrix X) := by
  constructor
  · have h1 := Matrix.posSemidef_conjTranspose_mul_self X
    have h2 := Matrix.posSemidef_conjTranspose_mul_self (1 - X)
    rw [hX.1.isHermitian.eq] at h1
    rw [hX.2.isHermitian.eq] at h2
    exact h1.add h2
  · have e : 1 - stepMatrix X = X * (1 - X) + X * (1 - X) := by
      unfold stepMatrix
      noncomm_ring
    rw [e]
    exact (idempotency_error_posSemidef hX).add (idempotency_error_posSemidef hX)

/-- For an occupation matrix `X`, the expectation value of the step matrix lies between `‖v‖² / 2`
and `‖v‖²`. -/
theorem stepMatrix_form_bounds {X : Matrix n n ℂ} (hX : IsOccupation X)
    (v : EuclideanSpace ℂ n) :
    ‖v‖ ^ 2 / 2 ≤ expect (stepMatrix X) v ∧ expect (stepMatrix X) v ≤ ‖v‖ ^ 2 := by
  have add : ∀ P Q : Matrix n n ℂ, expect (P + Q) v = expect P v + expect Q v := by
    intro P Q
    simp [expect_eq, Matrix.add_mulVec, dotProduct_add]
  have h1 : expect 1 v = ‖v‖ ^ 2 := by
    simpa [act] using expect_sq (Matrix.isHermitian_one (n := n) (α := ℂ)) v
  constructor
  · -- twice the step matrix is the identity plus a square
    have hB : (X + X - 1).IsHermitian :=
      (hX.1.isHermitian.add hX.1.isHermitian).sub Matrix.isHermitian_one
    have e : stepMatrix X + stepMatrix X = 1 + (X + X - 1) * (X + X - 1) := by
      unfold stepMatrix
      noncomm_ring
    have h2 := congrArg (fun M => expect M v) e
    simp only [add, h1, expect_sq hB] at h2
    linarith [sq_nonneg ‖act (X + X - 1) v‖]
  · have h2 := add (stepMatrix X) (1 - stepMatrix X)
    rw [add_sub_cancel, h1] at h2
    have h3 : 0 ≤ expect (1 - stepMatrix X) v := by
      rw [expect_eq]
      exact (Complex.nonneg_iff.mp
        ((stepMatrix_isOccupation hX).2.dotProduct_mulVec_nonneg _)).1
    linarith

/-- The step matrix of an occupation matrix never lengthens a vector and shortens it at most by a
factor of two. -/
theorem stepMatrix_norm_bounds {X : Matrix n n ℂ} (hX : IsOccupation X)
    (v : EuclideanSpace ℂ n) :
    ‖act (stepMatrix X) v‖ ≤ ‖v‖ ∧ ‖v‖ ≤ 2 * ‖act (stepMatrix X) v‖ := by
  obtain ⟨lo, hi⟩ := stepMatrix_form_bounds hX v
  have hA := stepMatrix_isOccupation hX
  have ha := norm_nonneg (act (stepMatrix X) v)
  constructor
  · -- the square of an occupation matrix lies below the matrix itself
    have h1 : 0 ≤ expect (stepMatrix X * (1 - stepMatrix X)) v := by
      rw [expect_eq]
      exact (Complex.nonneg_iff.mp
        ((idempotency_error_posSemidef hA).dotProduct_mulVec_nonneg _)).1
    have h2 : expect (stepMatrix X * (1 - stepMatrix X)) v
        = expect (stepMatrix X) v - expect (stepMatrix X * stepMatrix X) v := by
      rw [mul_sub, mul_one]
      simp only [expect_eq, Matrix.sub_mulVec, dotProduct_sub, Complex.sub_re]
    rw [h2, expect_sq hA.1.isHermitian] at h1
    by_contra h
    nlinarith [norm_nonneg v, not_le.mp h]
  · have cs : expect (stepMatrix X) v ≤ ‖v‖ * ‖act (stepMatrix X) v‖ :=
      (Complex.re_le_norm _).trans (norm_inner_le_norm _ _)
    by_contra h
    have h' := not_le.mp h
    have hv : 0 < ‖v‖ := by linarith
    nlinarith [mul_pos hv (sub_pos.mpr h')]

/-- For an occupation matrix `X`, the linear system of an implicit step is uniquely solvable, and
its solution is again an occupation matrix. -/
theorem fermiStep_isOccupation {X : Matrix n n ℂ} (hX : IsOccupation X) :
    IsUnit (stepMatrix X) ∧ IsOccupation (fermiStep X) := by
  have hu : IsUnit (stepMatrix X).det := by
    rw [isUnit_iff_ne_zero]
    intro hdet
    obtain ⟨v, hv, h0⟩ := Matrix.exists_mulVec_eq_zero_iff.mpr hdet
    have h := (stepMatrix_norm_bounds hX (WithLp.toLp 2 v)).2
    have hz : act (stepMatrix X) (WithLp.toLp 2 v) = 0 := by simp [act, h0]
    rw [hz, norm_zero, mul_zero] at h
    exact hv (by simpa using norm_le_zero_iff.mp h)
  refine ⟨(Matrix.isUnit_iff_isUnit_det _).mpr hu, ?_⟩
  -- the inverse of the step matrix commutes with `X`
  have c : stepMatrix X * X = X * stepMatrix X := by
    unfold stepMatrix
    noncomm_ring
  have ci : (stepMatrix X)⁻¹ * X = X * (stepMatrix X)⁻¹ := by
    calc (stepMatrix X)⁻¹ * X
        = (stepMatrix X)⁻¹ * (X * stepMatrix X) * (stepMatrix X)⁻¹ := by
          rw [mul_assoc, mul_assoc X, Matrix.mul_nonsing_inv _ hu, mul_one]
      _ = X * (stepMatrix X)⁻¹ := by
          rw [← c, ← mul_assoc, Matrix.nonsing_inv_mul _ hu, one_mul]
  have ci' : (stepMatrix X)⁻¹ * (1 - X) = (1 - X) * (stepMatrix X)⁻¹ := by
    rw [mul_sub, sub_mul, mul_one, one_mul, ci]
  have hi := (stepMatrix_isOccupation hX).1.inv
  constructor
  · have h := hi.conjTranspose_mul_mul_same X
    rw [hX.1.isHermitian.eq, ← ci, mul_assoc] at h
    exact h
  · have h := hi.conjTranspose_mul_mul_same (1 - X)
    rw [hX.2.isHermitian.eq, ← ci', mul_assoc] at h
    have e : (1 - X) * (1 - X) = stepMatrix X - X * X := by
      unfold stepMatrix
      abel
    rw [e, mul_sub, Matrix.nonsing_inv_mul _ hu] at h
    exact h

/-- Started from an occupation matrix, every step of the implicit Fermi recursion has an
invertible linear system with condition number at most two. -/
theorem conditionNumber_le_two {X : Matrix n n ℂ} (hX : IsOccupation X) (k : ℕ) :
    IsUnit (stepMatrix (fermiStep^[k] X)) ∧
      conditionNumber (stepMatrix (fermiStep^[k] X)) ≤ 2 := by
  have hY : IsOccupation (fermiStep^[k] X) := by
    induction k with
    | zero => exact hX
    | succ k ih =>
      rw [Function.iterate_succ_apply']
      exact (fermiStep_isOccupation ih).2
  generalize fermiStep^[k] X = Y at hY ⊢
  have hu := (fermiStep_isOccupation hY).1
  refine ⟨hu, ?_⟩
  have op : ∀ (M : Matrix n n ℂ) (c : ℝ), 0 ≤ c → (∀ v, ‖act M v‖ ≤ c * ‖v‖) → ‖M‖ ≤ c := by
    intro M c hc h
    rw [Matrix.l2_opNorm_def]
    exact ContinuousLinearMap.opNorm_le_bound _ hc h
  have h1 : ‖stepMatrix Y‖ ≤ 1 := op _ _ zero_le_one fun v => by
    rw [one_mul]
    exact (stepMatrix_norm_bounds hY v).1
  have h2 : ‖(stepMatrix Y)⁻¹‖ ≤ 2 := op _ _ zero_le_two fun v => by
    have h := (stepMatrix_norm_bounds hY (act (stepMatrix Y)⁻¹ v)).2
    have e : act (stepMatrix Y) (act (stepMatrix Y)⁻¹ v) = v := by
      simp [act, Matrix.mulVec_mulVec,
        Matrix.mul_nonsing_inv _ ((Matrix.isUnit_iff_isUnit_det _).mp hu)]
    rwa [e] at h
  calc ‖stepMatrix Y‖ * ‖(stepMatrix Y)⁻¹‖ ≤ 1 * 2 :=
        mul_le_mul h1 h2 (norm_nonneg _) zero_le_one
    _ = 2 := one_mul 2

/-- For an occupation matrix `X`, the step matrix has condition number two when `X` has an
eigenvector of occupation one half and a nonzero vector on which `X²` and `X` agree. -/
theorem conditionNumber_eq_two {X : Matrix n n ℂ} (hX : IsOccupation X) {v w : n → ℂ}
    (hv0 : v ≠ 0) (hw0 : w ≠ 0) (hv : X *ᵥ v = (1 / 2 : ℂ) • v)
    (hw : (X * X) *ᵥ w = X *ᵥ w) : conditionNumber (stepMatrix X) = 2 := by
  have hu := (Matrix.isUnit_iff_isUnit_det _).mp (fermiStep_isOccupation hX).1
  have hS : stepMatrix X = 1 - X - X + X * X + X * X := by
    unfold stepMatrix
    noncomm_ring
  have hAw : stepMatrix X *ᵥ w = w := by
    rw [hS]
    simp only [Matrix.add_mulVec, Matrix.sub_mulVec, Matrix.one_mulVec, hw]
    abel
  have hAv : stepMatrix X *ᵥ ((2 : ℂ) • v) = v := by
    rw [hS]
    simp only [Matrix.add_mulVec, Matrix.sub_mulVec, Matrix.one_mulVec,
      ← Matrix.mulVec_mulVec, Matrix.mulVec_smul, hv]
    module
  have hAi : (stepMatrix X)⁻¹ *ᵥ v = (2 : ℂ) • v := by
    calc (stepMatrix X)⁻¹ *ᵥ v
        = (stepMatrix X)⁻¹ *ᵥ (stepMatrix X *ᵥ ((2 : ℂ) • v)) := by rw [hAv]
      _ = (2 : ℂ) • v := by
        rw [Matrix.mulVec_mulVec, Matrix.nonsing_inv_mul _ hu, Matrix.one_mulVec]
  -- the two vectors bound the norms of the matrix and of its inverse from below
  have i1 : ‖WithLp.toLp 2 (stepMatrix X *ᵥ w)‖ ≤ ‖stepMatrix X‖ * ‖WithLp.toLp 2 w‖ :=
    Matrix.l2_opNorm_mulVec _ (WithLp.toLp 2 w)
  have i2 : ‖WithLp.toLp 2 ((stepMatrix X)⁻¹ *ᵥ v)‖
      ≤ ‖(stepMatrix X)⁻¹‖ * ‖WithLp.toLp 2 v‖ :=
    Matrix.l2_opNorm_mulVec _ (WithLp.toLp 2 v)
  rw [hAw] at i1
  rw [hAi, WithLp.toLp_smul, norm_smul, Complex.norm_ofNat] at i2
  have pw : 0 < ‖WithLp.toLp 2 w‖ := norm_pos_iff.mpr (by simpa using hw0)
  have pv : 0 < ‖WithLp.toLp 2 v‖ := norm_pos_iff.mpr (by simpa using hv0)
  have l1 : 1 ≤ ‖stepMatrix X‖ := le_of_mul_le_mul_right (by linarith) pw
  have l2 : 2 ≤ ‖(stepMatrix X)⁻¹‖ := le_of_mul_le_mul_right i2 pv
  refine le_antisymm (conditionNumber_le_two hX 0).2 ?_
  unfold conditionNumber
  nlinarith

/-- The occupation matrix `diag(1, 1/2)` has a step matrix of condition number two. -/
theorem conditionNumber_eq_two_witness :
    IsOccupation (Matrix.diagonal ![(1 : ℂ), 1 / 2]) ∧
      conditionNumber (stepMatrix (Matrix.diagonal ![(1 : ℂ), 1 / 2])) = 2 := by
  have hX : IsOccupation (Matrix.diagonal ![(1 : ℂ), 1 / 2]) := by
    constructor
    · rw [Matrix.posSemidef_diagonal_iff]
      intro i
      fin_cases i <;> norm_num [Complex.nonneg_iff]
    · have e : 1 - Matrix.diagonal ![(1 : ℂ), 1 / 2] = Matrix.diagonal ![(0 : ℂ), 1 / 2] := by
        ext i j
        fin_cases i <;> fin_cases j <;> norm_num [Matrix.diagonal, Matrix.one_apply]
      rw [e, Matrix.posSemidef_diagonal_iff]
      intro i
      fin_cases i <;> norm_num [Complex.nonneg_iff]
  refine ⟨hX, conditionNumber_eq_two hX (v := ![0, 1]) (w := ![1, 0]) ?_ ?_ ?_ ?_⟩
  · intro h
    simpa using congrFun h 1
  · intro h
    simpa using congrFun h 0
  · ext i
    fin_cases i <;> simp [Matrix.mulVec_diagonal]
  · ext i
    fin_cases i <;> simp [Matrix.diagonal_mul_diagonal, Matrix.mulVec_diagonal]

end

end ImplicitFermiRecursion
```

```lean
#print axioms ImplicitFermiRecursion.conditionNumber_le_two
#print axioms ImplicitFermiRecursion.conditionNumber_eq_two
```

```
'ImplicitFermiRecursion.conditionNumber_le_two' depends on axioms: [propext, Classical.choice, Quot.sound]
'ImplicitFermiRecursion.conditionNumber_eq_two' depends on axioms: [propext, Classical.choice, Quot.sound]
```

## Exact steps from a scaled start

`IsOccupation X` is the hypothesis on $X$; Mathlib's `PosSemidef` includes being Hermitian. `stepMatrix X` is $A$, and `fermiStep X` is $Y$. The index type `n` is any finite set of basis functions. `act A v` is $Av$ as a Euclidean vector, and `expect A v` is the real part of $\langle v,Av\rangle$, which is the whole value when $A$ is Hermitian. The opened scope `Matrix.Norms.L2Operator` makes `‖A‖` the operator norm.

`stepMatrix_form_bounds` states the two-sided form bound. `conditionNumber_le_two` says that for every natural number `k`, the step matrix of `fermiStep^[k] X`, the matrix after `k` steps, is invertible and has condition number at most two. Invertibility is stated separately because Lean gives a singular matrix the inverse zero, which would satisfy the inequality trivially.

The proof follows the derivation above. `noncomm_ring` checks most of the matrix identities, and `conjTranspose_mul_mul_same` supplies the positivity of products such as $X(I-X)X$. `expect_sq` turns the expectation value of a squared Hermitian matrix into a squared length. In `stepMatrix_norm_bounds`, `idempotency_error_posSemidef` is applied to $A$ itself, and `norm_inner_le_norm` is Cauchy–Schwarz. `fermiStep_isOccupation` obtains invertibility by contradiction: a zero determinant would give a nonzero vector with $Av=0$. It then starts from the two sandwiched forms, which are positive semidefinite, and moves $A^{-1}$ to the left to identify them with $Y$ and $I-Y$. `conditionNumber_le_two` performs the induction and turns the vector bounds into operator norms. `conditionNumber_eq_two` uses the vectors $v$ and $w$ for the lower bounds, and `conditionNumber_eq_two_witness` applies it to $\mathrm{diag}(1,\tfrac12)$.

The theorems concern exact solves in exact arithmetic. In a running code, rounding, sparse truncation or an early solver stop can push eigenvalues slightly outside $[0,1]$, and the hypothesis then fails for the next step. That the start is an occupation matrix is assumed, so the scaling of $H$ remains the code's task. For a non-orthogonal basis, the theorems apply to the matrices obtained after orthogonalisation. How closely the recursion approaches the Fermi function, and how sparse its matrices stay, are separate questions.
